# For a positive definite Hessian, partial friction damps all harmonic motion exactly when no normal mode escapes it

Let $K$ be a real symmetric positive definite matrix and $G$ a real symmetric positive semidefinite one, of the same finite size. Every complex eigenvalue of the block matrix with rows $(0, I)$ and $(-K, -G)$ has negative real part if and only if no real eigenvector of $K$ lies in the kernel of $G$.

In Lean 4 with Mathlib:

```lean
import Mathlib

open Matrix

namespace PartialThermostat

variable {n : Type*} [Fintype n] [DecidableEq n]

/-- The generator of the damped harmonic motion `q' = p`, `p' = -K q - G p` in phase space. -/
def phaseMatrix (K G : Matrix n n ℝ) : Matrix (n ⊕ n) (n ⊕ n) ℝ :=
  fromBlocks 0 1 (-K) (-G)

/-- The complex number `z` is an eigenvalue of the real matrix `A`, with a complex eigenvector. -/
def IsEigenvalue {m : Type*} [Fintype m] (A : Matrix m m ℝ) (z : ℂ) : Prop :=
  ∃ v : m → ℂ, v ≠ 0 ∧ A.map Complex.ofReal *ᵥ v = z • v

/-- All complex eigenvalues of `A` have negative real part. -/
def IsStable {m : Type*} [Fintype m] (A : Matrix m m ℝ) : Prop :=
  ∀ z : ℂ, IsEigenvalue A z → z.re < 0

/-- Eliminating the momenta turns the phase-space eigenvalue problem into the quadratic
problem `z² q + z G q + K q = 0` for the positions. -/
theorem isEigenvalue_iff (K G : Matrix n n ℝ) (z : ℂ) :
    IsEigenvalue (phaseMatrix K G) z ↔ ∃ q : n → ℂ, q ≠ 0 ∧ ∀ i,
      z ^ 2 * q i + z * (G.map Complex.ofReal *ᵥ q) i + (K.map Complex.ofReal *ᵥ q) i = 0 := by
  -- the two block rows of the generator
  have top : ∀ (v : n ⊕ n → ℂ) (i : n),
      ((phaseMatrix K G).map Complex.ofReal *ᵥ v) (Sum.inl i) = v (Sum.inr i) := by
    intro v i
    simp only [mulVec, dotProduct, Fintype.sum_sum_type, phaseMatrix, map_apply,
      fromBlocks_apply₁₁, fromBlocks_apply₁₂, Matrix.zero_apply, Complex.ofReal_zero, zero_mul,
      Finset.sum_const_zero, zero_add]
    rw [Finset.sum_eq_single i]
    · simp
    · intro j _ hj
      simp [Matrix.one_apply_ne hj.symm]
    · simp
  have bot : ∀ (v : n ⊕ n → ℂ) (i : n),
      ((phaseMatrix K G).map Complex.ofReal *ᵥ v) (Sum.inr i) =
        -(K.map Complex.ofReal *ᵥ fun j => v (Sum.inl j)) i
          - (G.map Complex.ofReal *ᵥ fun j => v (Sum.inr j)) i := by
    intro v i
    simp [mulVec, dotProduct, Fintype.sum_sum_type, phaseMatrix, sub_eq_add_neg]
  constructor
  · rintro ⟨v, hv, h⟩
    have hp : ∀ i, v (Sum.inr i) = z * v (Sum.inl i) := fun i =>
      (top v i).symm.trans (congrFun h (Sum.inl i))
    refine ⟨fun i => v (Sum.inl i), ?_, fun i => ?_⟩
    · intro h0
      have hq : ∀ i, v (Sum.inl i) = 0 := fun i => congrFun h0 i
      apply hv
      funext s
      rcases s with i | i
      · exact hq i
      · change v (Sum.inr i) = 0
        rw [hp, hq, mul_zero]
    · have e := (bot v i).symm.trans (congrFun h (Sum.inr i))
      have hfun : (fun j => v (Sum.inr j)) = z • (fun j => v (Sum.inl j)) := funext hp
      rw [hfun, mulVec_smul] at e
      simp only [Pi.smul_apply, smul_eq_mul, hp] at e
      linear_combination -e
  · rintro ⟨q, hq, h⟩
    refine ⟨Sum.elim q (z • q), fun h0 => hq (funext fun i => congrFun h0 (Sum.inl i)), ?_⟩
    funext s
    rcases s with i | i
    · rw [top]
      rfl
    · rw [bot]
      change -(K.map Complex.ofReal *ᵥ q) i - (G.map Complex.ofReal *ᵥ (z • q)) i
        = z * (z * q i)
      rw [mulVec_smul]
      simp only [Pi.smul_apply, smul_eq_mul]
      linear_combination -(h i)

/-- An eigenvalue `z` yields real vectors `a`, `b`, not both zero, that obey the real and
imaginary parts of the quadratic eigenvalue problem. -/
theorem real_equations (K G : Matrix n n ℝ) (z : ℂ) (hz : IsEigenvalue (phaseMatrix K G) z) :
    ∃ a b : n → ℝ, (a ≠ 0 ∨ b ≠ 0) ∧
      K *ᵥ a = (z.im ^ 2 - z.re ^ 2) • a + (2 * z.re * z.im) • b
        - z.re • (G *ᵥ a) + z.im • (G *ᵥ b) ∧
      K *ᵥ b = (z.im ^ 2 - z.re ^ 2) • b - (2 * z.re * z.im) • a
        - z.re • (G *ᵥ b) - z.im • (G *ᵥ a) := by
  obtain ⟨q, hq, h⟩ := (isEigenvalue_iff K G z).mp hz
  have hre : ∀ (M : Matrix n n ℝ) (i : n),
      ((M.map Complex.ofReal *ᵥ q) i).re = (M *ᵥ fun j => (q j).re) i := by
    intro M i
    simp [mulVec, dotProduct, Complex.re_sum]
  have him : ∀ (M : Matrix n n ℝ) (i : n),
      ((M.map Complex.ofReal *ᵥ q) i).im = (M *ᵥ fun j => (q j).im) i := by
    intro M i
    simp [mulVec, dotProduct, Complex.im_sum]
  refine ⟨fun j => (q j).re, fun j => (q j).im, ?_, ?_, ?_⟩
  · by_contra hc
    rw [not_or, not_not, not_not] at hc
    exact hq (funext fun i => Complex.ext (congrFun hc.1 i) (congrFun hc.2 i))
  · funext i
    have e := congrArg Complex.re (h i)
    simp only [pow_two, Complex.add_re, Complex.mul_re, Complex.mul_im, Complex.zero_re,
      hre, him] at e
    simp only [Pi.add_apply, Pi.sub_apply, Pi.smul_apply, smul_eq_mul]
    linear_combination e
  · funext i
    have e := congrArg Complex.im (h i)
    simp only [pow_two, Complex.add_im, Complex.mul_re, Complex.mul_im, Complex.zero_im,
      hre, him] at e
    simp only [Pi.sub_apply, Pi.smul_apply, smul_eq_mul]
    linear_combination e

omit [DecidableEq n] in
/-- Two scalar balances between the inertia, friction and stiffness forms of a mode `a + i b`
with complex rate `s + i w`. -/
theorem mode_balance (K G : Matrix n n ℝ) (hK : K.IsSymm) (hG : G.IsSymm)
    (a b : n → ℝ) (s w : ℝ)
    (hA : K *ᵥ a = (w ^ 2 - s ^ 2) • a + (2 * s * w) • b - s • (G *ᵥ a) + w • (G *ᵥ b))
    (hB : K *ᵥ b = (w ^ 2 - s ^ 2) • b - (2 * s * w) • a - s • (G *ᵥ b) - w • (G *ᵥ a)) :
    (s ^ 2 - w ^ 2) * (a ⬝ᵥ a + b ⬝ᵥ b) + s * (a ⬝ᵥ G *ᵥ a + b ⬝ᵥ G *ᵥ b)
        + (a ⬝ᵥ K *ᵥ a + b ⬝ᵥ K *ᵥ b) = 0 ∧
      w * (2 * s * (a ⬝ᵥ a + b ⬝ᵥ b) + (a ⬝ᵥ G *ᵥ a + b ⬝ᵥ G *ᵥ b)) = 0 := by
  have sym : ∀ M : Matrix n n ℝ, M.IsSymm → a ⬝ᵥ M *ᵥ b = b ⬝ᵥ M *ᵥ a := by
    intro M h
    rw [dotProduct_mulVec, ← mulVec_transpose, h.eq, dotProduct_comm]
  have hk := sym K hK
  have hg := sym G hG
  have hab := dotProduct_comm a b
  -- contract both vector equations with both vectors
  have e1 := congrArg (fun u => a ⬝ᵥ u) hA
  have e2 := congrArg (fun u => b ⬝ᵥ u) hA
  have e3 := congrArg (fun u => a ⬝ᵥ u) hB
  have e4 := congrArg (fun u => b ⬝ᵥ u) hB
  simp only [dotProduct_add, dotProduct_sub, dotProduct_smul, smul_eq_mul] at e1 e2 e3 e4
  constructor
  · linear_combination e1 + e4 + 2 * s * w * hab + w * hg
  · linear_combination e3 - e2 - hk + (w ^ 2 - s ^ 2) * hab - s * hg

omit [DecidableEq n] in
/-- If a symmetric positive semidefinite friction matrix `G` dissipates nothing at velocity `x`,
then the friction force at that velocity vanishes. -/
theorem friction_force_zero (G : Matrix n n ℝ) (hG : G.IsSymm)
    (hG0 : ∀ x, 0 ≤ x ⬝ᵥ G *ᵥ x) (x : n → ℝ) (hx : x ⬝ᵥ G *ᵥ x = 0) : G *ᵥ x = 0 := by
  have key : ∀ y : n → ℝ, y ⬝ᵥ G *ᵥ x = 0 := by
    intro y
    have sym : x ⬝ᵥ G *ᵥ y = y ⬝ᵥ G *ᵥ x := by
      rw [dotProduct_mulVec, ← mulVec_transpose, hG.eq, dotProduct_comm]
    -- the form along x + t y is a nonnegative parabola without constant term
    have hq : ∀ t : ℝ, 0 ≤ (y ⬝ᵥ G *ᵥ y) * (t * t) + (2 * (y ⬝ᵥ G *ᵥ x)) * t + 0 := by
      intro t
      have h := hG0 (x + t • y)
      simp only [mulVec_add, mulVec_smul, dotProduct_add, add_dotProduct, dotProduct_smul,
        smul_dotProduct, smul_eq_mul] at h
      rw [sym, hx] at h
      linarith
    have hd := discrim_le_zero hq
    rw [discrim] at hd
    have h2 : (y ⬝ᵥ G *ᵥ x) ^ 2 = 0 := le_antisymm (by linarith) (sq_nonneg _)
    exact (pow_eq_zero_iff two_ne_zero).mp h2
  exact dotProduct_self_eq_zero.mp (key _)

/-- For positive definite `K` and positive semidefinite `G`, an eigenvalue with nonnegative real
part is purely imaginary, and its squared frequency belongs to a normal mode of `K` that feels no
friction. -/
theorem persistent_mode (K G : Matrix n n ℝ) (hK : K.IsSymm)
    (hK0 : ∀ x, x ≠ 0 → 0 < x ⬝ᵥ K *ᵥ x) (hG : G.IsSymm) (hG0 : ∀ x, 0 ≤ x ⬝ᵥ G *ᵥ x)
    (z : ℂ) (hz : IsEigenvalue (phaseMatrix K G) z) (hs : 0 ≤ z.re) :
    z.re = 0 ∧ ∃ x : n → ℝ, x ≠ 0 ∧ K *ᵥ x = z.im ^ 2 • x ∧ G *ᵥ x = 0 := by
  obtain ⟨a, b, hab, hA, hB⟩ := real_equations K G z hz
  obtain ⟨b1, b2⟩ := mode_balance K G hK hG a b z.re z.im hA hB
  have pos : ∀ M : Matrix n n ℝ, (∀ x, x ≠ 0 → 0 < x ⬝ᵥ M *ᵥ x) →
      0 < a ⬝ᵥ M *ᵥ a + b ⬝ᵥ M *ᵥ b := by
    intro M hM
    have nn : ∀ x, 0 ≤ x ⬝ᵥ M *ᵥ x := by
      intro x
      by_cases hx : x = 0
      · simp [hx]
      · exact (hM x hx).le
    rcases hab with ha | hb
    · exact add_pos_of_pos_of_nonneg (hM a ha) (nn b)
    · exact add_pos_of_nonneg_of_pos (nn a) (hM b hb)
  have hk := pos K hK0
  have hm : 0 < a ⬝ᵥ a + b ⬝ᵥ b := by
    have h1 := pos 1 (fun x hx => by
      rw [one_mulVec]
      exact lt_of_le_of_ne (Finset.sum_nonneg fun i _ => mul_self_nonneg (x i))
        (Ne.symm (mt dotProduct_self_eq_zero.mp hx)))
    simpa only [one_mulVec] using h1
  have ga := hG0 a
  have gb := hG0 b
  have hsm := mul_nonneg hs hm.le
  -- a non-oscillating mode must decay, because the stiffness form is positive
  have hw : z.im ≠ 0 := by
    intro h0
    rw [h0] at b1
    have h1 := mul_nonneg (sq_nonneg z.re) hm.le
    have h2 := mul_nonneg hs (add_nonneg ga gb)
    nlinarith
  have b3 := (mul_eq_zero.mp b2).resolve_left hw
  have hs0 : z.re = 0 := by
    have h1 : z.re * (a ⬝ᵥ a + b ⬝ᵥ b) = 0 := by linarith
    exact (mul_eq_zero.mp h1).resolve_right hm.ne'
  have hGa := friction_force_zero G hG hG0 a (by linarith)
  have hGb := friction_force_zero G hG hG0 b (by linarith)
  rw [hs0, hGa, hGb] at hA hB
  refine ⟨hs0, ?_⟩
  rcases hab with ha | hb
  · exact ⟨a, ha, by simpa using hA, hGa⟩
  · exact ⟨b, hb, by simpa using hB, hGb⟩

/-- A normal mode of frequency `w` that feels no friction gives the eigenvalue `i w`. -/
theorem undamped_mode (K G : Matrix n n ℝ) (x : n → ℝ) (w : ℝ) (hx : x ≠ 0)
    (hKx : K *ᵥ x = w ^ 2 • x) (hGx : G *ᵥ x = 0) :
    IsEigenvalue (phaseMatrix K G) (w * Complex.I) := by
  have cast : ∀ (M : Matrix n n ℝ) (i : n),
      (M.map Complex.ofReal *ᵥ fun j => (x j : ℂ)) i = ((M *ᵥ x) i : ℂ) := by
    intro M i
    simp [mulVec, dotProduct]
  refine (isEigenvalue_iff K G _).mpr ⟨fun j => (x j : ℂ), ?_, fun i => ?_⟩
  · intro h0
    exact hx (funext fun i => Complex.ofReal_eq_zero.mp (congrFun h0 i))
  · rw [cast, cast, hKx, hGx]
    simp only [Pi.smul_apply, Pi.zero_apply, smul_eq_mul, Complex.ofReal_mul,
      Complex.ofReal_pow, Complex.ofReal_zero, mul_pow, Complex.I_sq]
    ring

/-- For positive definite stiffness `K` and positive semidefinite friction `G`, all eigenvalues
of the damped motion have negative real part iff no normal mode of `K` lies in the kernel of `G`. -/
theorem stable_iff (K G : Matrix n n ℝ) (hK : K.IsSymm)
    (hK0 : ∀ x, x ≠ 0 → 0 < x ⬝ᵥ K *ᵥ x) (hG : G.IsSymm) (hG0 : ∀ x, 0 ≤ x ⬝ᵥ G *ᵥ x) :
    IsStable (phaseMatrix K G) ↔
      ∀ (μ : ℝ) (x : n → ℝ), x ≠ 0 → K *ᵥ x = μ • x → G *ᵥ x ≠ 0 := by
  constructor
  · intro hst μ x hx hKx hGx
    have hμ : 0 ≤ μ := by
      have h1 := hK0 x hx
      rw [hKx, dotProduct_smul, smul_eq_mul] at h1
      have h2 : 0 ≤ x ⬝ᵥ x := Finset.sum_nonneg fun i _ => mul_self_nonneg (x i)
      by_contra hn
      nlinarith [mul_nonneg (neg_nonneg.mpr (not_le.mp hn).le) h2]
    have h := hst _ (undamped_mode K G x (Real.sqrt μ) hx (by rw [Real.sq_sqrt hμ, hKx]) hGx)
    simp at h
  · intro h z hz
    by_contra hn
    obtain ⟨_, x, hx, hKx, hGx⟩ := persistent_mode K G hK hK0 hG hG0 z hz (not_lt.mp hn)
    exact h _ x hx hKx hGx

/-- For positive definite stiffness `K` and a separate nonnegative friction coefficient on each
coordinate, the motion is stable iff every normal mode moves at least one damped coordinate. -/
theorem stable_iff_moves_damped (K : Matrix n n ℝ) (hK : K.IsSymm)
    (hK0 : ∀ x, x ≠ 0 → 0 < x ⬝ᵥ K *ᵥ x) (γ : n → ℝ) (hγ : ∀ i, 0 ≤ γ i) :
    IsStable (phaseMatrix K (diagonal γ)) ↔
      ∀ (μ : ℝ) (x : n → ℝ), x ≠ 0 → K *ᵥ x = μ • x → ∃ i, 0 < γ i ∧ x i ≠ 0 := by
  rw [stable_iff K (diagonal γ) hK hK0 (diagonal_transpose γ) (fun x =>
    Finset.sum_nonneg fun i _ => by
      rw [mulVec_diagonal]
      nlinarith [mul_nonneg (hγ i) (mul_self_nonneg (x i))])]
  constructor
  · intro h μ x hx hKx
    by_contra hne
    apply h μ x hx hKx
    funext i
    rw [mulVec_diagonal]
    rcases (hγ i).eq_or_lt with h0 | h0
    · simp [← h0]
    · have hxi : x i = 0 := by
        by_contra hc
        exact hne ⟨i, h0, hc⟩
      simp [hxi]
  · intro h μ x hx hKx h0
    obtain ⟨i, hi, hxi⟩ := h μ x hx hKx
    have e := congrFun h0 i
    rw [mulVec_diagonal] at e
    exact mul_ne_zero hi.ne' hxi e

/-- Stiffness matrix of three equal atoms joined by unit springs between two fixed walls. -/
def chain : Matrix (Fin 3) (Fin 3) ℝ := !![2, -1, 0; -1, 2, -1; 0, -1, 2]

/-- Every nonzero displacement of the three-atom chain costs elastic energy. -/
theorem chain_pos (x : Fin 3 → ℝ) (hx : x ≠ 0) : 0 < x ⬝ᵥ chain *ᵥ x := by
  have e : x ⬝ᵥ chain *ᵥ x = x 0 ^ 2 + (x 0 - x 1) ^ 2 + (x 1 - x 2) ^ 2 + x 2 ^ 2 := by
    simp [chain, mulVec, dotProduct, Fin.sum_univ_three]
    ring
  rw [e]
  by_contra hn
  have s0 := sq_nonneg (x 0)
  have s1 := sq_nonneg (x 0 - x 1)
  have s2 := sq_nonneg (x 1 - x 2)
  have s3 := sq_nonneg (x 2)
  have h0 : x 0 = 0 := (pow_eq_zero_iff two_ne_zero).mp (by linarith)
  have h1 : x 0 - x 1 = 0 := (pow_eq_zero_iff two_ne_zero).mp (by linarith)
  have h2 : x 2 = 0 := (pow_eq_zero_iff two_ne_zero).mp (by linarith)
  apply hx
  funext i
  fin_cases i
  · exact h0
  · change x 1 = 0
    linarith
  · exact h2

/-- In the three-atom chain, friction on one end atom alone makes the motion stable, whereas
the same friction on the middle atom alone does not. -/
theorem chain_end_versus_middle (g : ℝ) (hg : 0 < g) :
    IsStable (phaseMatrix chain (diagonal ![g, 0, 0])) ∧
      ¬ IsStable (phaseMatrix chain (diagonal ![0, g, 0])) := by
  have hsym : chain.IsSymm := by
    ext i j
    fin_cases i <;> fin_cases j <;> simp [chain]
  constructor
  · rw [stable_iff_moves_damped chain hsym chain_pos _
      (by intro i; fin_cases i <;> simp [hg.le])]
    intro μ x hx hKx
    refine ⟨0, by simpa using hg, fun h0 => hx ?_⟩
    -- a mode with the end atom at rest has all atoms at rest
    have r0 := congrFun hKx 0
    have r1 := congrFun hKx 1
    simp [chain, mulVec, dotProduct, Fin.sum_univ_three, h0] at r0
    simp [chain, mulVec, dotProduct, Fin.sum_univ_three, h0, r0] at r1
    funext i
    fin_cases i
    · exact h0
    · exact r0
    · exact r1
  · rw [stable_iff_moves_damped chain hsym chain_pos _
      (by intro i; fin_cases i <;> simp [hg.le])]
    intro h
    -- the outer atoms move oppositely and the middle atom rests
    obtain ⟨i, hi, hxi⟩ := h 2 ![1, 0, -1]
      (fun h0 => by simpa using congrFun h0 0)
      (by
        funext i
        fin_cases i <;> simp [chain, mulVec, dotProduct, Fin.sum_univ_three])
    fin_cases i <;> simp at hi hxi

end PartialThermostat
```

```lean
#print axioms PartialThermostat.stable_iff
#print axioms PartialThermostat.chain_end_versus_middle
```

```
'PartialThermostat.stable_iff' depends on axioms: [propext, Classical.choice, Quot.sound]
'PartialThermostat.chain_end_versus_middle' depends on axioms: [propext, Classical.choice, Quot.sound]
```

## Friction, stiffness and the spectrum

In the harmonic approximation about a potential minimum, in mass-weighted coordinates, the mean motion under linear friction obeys

$$q' = p, \qquad p' = -Kq - Gp .$$

Here $q$ is the displacement, $p$ its velocity, $K$ the mass-weighted Hessian and $G$ the friction matrix. `phaseMatrix K G` is the generator of this motion. The index type `n` labels coordinates, so an atom in three dimensions contributes three entries.

`IsEigenvalue` asks for a nonzero complex eigenvector of the real matrix, and `IsStable` says that every such eigenvalue $z$ has $\operatorname{Re} z < 0$. By the usual theory of linear differential equations, this means that the mean motion decays to rest from any start.

In `stable_iff`, `hK` and `hG` are the symmetry of the two matrices. `hK0` says that every nonzero displacement costs elastic energy, and `hG0` that friction never feeds energy in. The right-hand side of the equivalence ranges over every real `μ` and every nonzero real `x` with $Kx = \mu x$, and demands $Gx \neq 0$. When frequencies are degenerate, this includes all combinations of the degenerate modes, so checking the vectors of an arbitrary basis of modes can miss an undamped combination.

For Langevin simulations with a thermostat on only some atoms, the criterion tells, in the harmonic approximation, whether the mean motion relaxes in every mode. It gives no decay rate, and it does not treat the random force, anharmonicity or a finite time step. A free molecule also falls outside the hypotheses, since its rigid translations cost no energy and $K$ is then only semidefinite.

## From an eigenvalue to two scalar balances

Let $(q,p) \neq 0$ be an eigenvector with eigenvalue $z$. The first block row gives $p = zq$, and the second then gives

$$z^2 q + z\,Gq + Kq = 0 .$$

If $q$ were zero, $p$ would be too, so $q \neq 0$. Conversely, any nonzero solution $q$ yields the eigenvector $(q, zq)$. This is `isEigenvalue_iff`, where `top` and `bot` compute the two block rows.

Write $q = a + ib$ and $z = s + i\omega$ with real $a, b, s, \omega$. The real and imaginary parts, derived in `real_equations`, are

$$Ka = (\omega^2 - s^2)a + 2s\omega\, b - s\,Ga + \omega\, Gb,$$
$$Kb = (\omega^2 - s^2)b - 2s\omega\, a - s\,Gb - \omega\, Ga .$$

Define the inertia, friction and stiffness forms

$$m = a\cdot a + b\cdot b, \quad g = a\cdot Ga + b\cdot Gb, \quad k = a\cdot Ka + b\cdot Kb .$$

Contract the first equation with $a$, the second with $b$, and add. The cross terms cancel because $G$ is symmetric. Then contract the second with $a$, the first with $b$, and subtract; now the symmetry of both matrices removes the cross terms. The results are

$$(s^2 - \omega^2)m + s g + k = 0, \qquad \omega\,(2sm + g) = 0 .$$

These are the two conclusions of `mode_balance`. Its four equations `e1` to `e4` are the contractions, and `linear_combination` adds them with the signs just described.

## A mode that does not decay feels no friction

Suppose $s \ge 0$. Since $a$ and $b$ are not both zero, $m > 0$ and $k > 0$, while $g \ge 0$. If $\omega = 0$, the first balance reads $s^2 m + sg + k = 0$, which is impossible because $k > 0$. Hence $\omega \neq 0$, and the second balance gives $2sm + g = 0$. Both terms are nonnegative, so $s = 0$ and $g = 0$, and therefore $a\cdot Ga = b\cdot Gb = 0$.

Zero dissipation implies zero friction force. If $x\cdot Gx = 0$, then for every vector $y$ and real $t$

$$0 \le (x+ty)\cdot G(x+ty) = 2t\,(y\cdot Gx) + t^2\,(y\cdot Gy).$$

A quadratic that is never negative has discriminant at most zero, so $4(y\cdot Gx)^2 \le 0$. Choosing $y = Gx$ gives $Gx = 0$. This is `friction_force_zero`, which uses `discrim_le_zero`.

With $s = 0$ and $Ga = Gb = 0$, the vector equations reduce to $Ka = \omega^2 a$ and $Kb = \omega^2 b$. Whichever of $a$ and $b$ is nonzero is a normal mode in the kernel of $G$, as `persistent_mode` concludes.

For the other direction, let $Kx = \mu x$ with $x \neq 0$ and $Gx = 0$. Positivity of $x\cdot Kx = \mu\, x\cdot x$ gives $\mu > 0$. With $z = i\sqrt{\mu}$,

$$z^2x + z\,Gx + Kx = -\mu x + 0 + \mu x = 0,$$

so `undamped_mode` supplies an eigenvalue with zero real part, and stability fails.

## Which atom of a chain to damp

If each coordinate has its own friction coefficient $\gamma_i \ge 0$, then $Gx = 0$ means $\gamma_i x_i = 0$ for all $i$. Stability therefore holds exactly when every normal mode moves some coordinate with $\gamma_i > 0$, which is `stable_iff_moves_damped`.

The matrix `chain` describes three atoms of unit mass on a line, numbered 0, 1, 2 and joined by unit springs between fixed walls. Damp only atom 0, and suppose that a mode has $x_0 = 0$. The first row of $Kx = \mu x$ gives $x_1 = 0$, and the second gives $x_2 = 0$, so no such mode exists and the motion is stable.

Damp only atom 1 instead. The normalised mode $(1, 0, -1)/\sqrt{2}$, with $\mu = 2$, leaves that atom at rest and oscillates forever at angular frequency $\sqrt{2}$. Both statements of `chain_end_versus_middle` hold for every friction strength $g > 0$, where $g$ now denotes the coefficient on the damped atom.
